# Corner-sharing tetrahedron CVM entropy per site of two-up two-down states with all site marginals 1/2 is at most ½ log(3/2)

## Maximising the entropy over tetrahedron probabilities

A cluster-variation (CVM) calculation minimises an approximate free energy $E-TS$ (energy $E$, temperature $T$, approximate entropy $S$) over cluster probabilities. Take an Ising system, or a binary alloy mapped to one, on corner-sharing tetrahedra, such as the pyrochlore lattice, with no field and equal nearest-neighbour interactions that favour unlike neighbours. The lowest-energy tetrahedra have two sites up and two down (two atoms of each species), and all such states are degenerate. If only these occur, the energy is constant and the remaining step is to maximise the entropy $S$. When every site is up with probability $1/2$, the maximum is $\tfrac12\log\tfrac32\approx 0.203$ per site, in units of Boltzmann's constant.

## The entropy functional

Label the corners $i=0,1,2,3$. Let $p_s$ be the probability of the two-up two-down state $s$, and $H(p)=-\sum_s p_s\log p_s$, with natural logarithms and $0\log 0=0$. Let $m_i$ be the total weight of states with corner $i$ up, and $h(m)=-m\log m-(1-m)\log(1-m)$.

A pyrochlore lattice of $N$ sites has $N/2$ tetrahedra, and the corner labels are taken to be its four sublattices. Each site lies in two tetrahedra, so its entropy is counted twice and subtracted once, and each corner label covers $N/4$ sites. Per site,
$$S(p)=\tfrac12H(p)-\tfrac14\sum_{i=0}^{3}h(m_i).$$

## The bound and its equality case

If $p_s\ge0$, $\sum_s p_s=1$ and all $m_i=1/2$, then $S(p)\le\tfrac12\log\tfrac32$, with equality exactly when every $p_s=1/6$. The condition $m_i=1/2$ says that no corner prefers one species or spin direction.

Let $c>0$, $x>0$, $x\ne1/c$. Apply $\log y<y-1$, valid for positive $y\ne1$, at $y=1/(cx)$:
$$-\log c-\log x<\frac1{cx}-1 .$$
Multiplying by $x$ and moving $x\log c$ to the right gives
$$-x\log x<x\log c+\frac1c-x .$$
At $x=0$ this reads $0<1/c$ and still holds. At $x=1/c$ both sides equal $(\log c)/c$, since the right side is the tangent line there.

For $n\ge1$ states put $c=n$, $x=p_s$, and sum:
$$H(p)\le\log n\sum_s p_s+n\cdot\frac1n-\sum_s p_s=\log n .$$
A single $p_s\neq1/n$ makes the inequality strict, and if all $p_s=1/n$ every term is an equality.

Here $n=\binom42=6$. Since $h(1/2)=\log2$, we have $S(p)=\tfrac12H(p)-\log2$. With $\log6=\log\tfrac32+2\log2$,
$$S(p)\le\tfrac12\log6-\log2=\tfrac12\log\tfrac32 ,$$
and equality holds exactly when $H(p)=\log6$.

## From spins to Lean objects

`IceState` is the set of maps `Fin 4 → Bool` with exactly two values `true` (up), so the two-up two-down rule is part of the type. `IsProb p` is nonnegativity and normalisation. Mathlib's `negMulLog` is $x\mapsto-x\log x$ and vanishes at $0$. The definitions `shannon`, `upMarginal`, `siteEntropy` and `cvmEntropy` are $H$, $m_i$, $h$ and $S$. The theorem `cvmEntropy_le_half_log` takes `hp : IsProb p` and `hm : ∀ i, upMarginal p i = 1 / 2`, and concludes the inequality together with the equivalence between equality and `p = uniform`.

No lattice and no energy appear in the file. The coefficients $1/2$ and $1/4$ are fixed by definition, one distribution describes every tetrahedron, and $m_i=1/2$ is assumed at every corner. This is a stronger condition than half filling of the lattice as a whole, which the two-up two-down rule already ensures. The number $\tfrac12\log\tfrac32$ is Pauling's estimate of the residual entropy of water ice per hydrogen atom (per molecule it is $\log\tfrac32$); the theorem identifies it as the constrained maximum of the one-tetrahedron functional and says nothing about the exact entropy of a lattice. For simulation practice it is the value that a numerical maximisation of this single-cluster functional must return when it is restricted to the two-up two-down states with all $m_i=1/2$.

```lean
import Mathlib

open Finset Real

namespace CornerSharingTetrahedron

noncomputable section

/-- A probability distribution on a finite set of states: nonnegative weights summing to one. -/
def IsProb {ι : Type*} [Fintype ι] (p : ι → ℝ) : Prop :=
  (∀ s, 0 ≤ p s) ∧ ∑ s, p s = 1

/-- The entropy `H(p) = -∑ p log p` in nats. -/
def shannon {ι : Type*} [Fintype ι] (p : ι → ℝ) : ℝ :=
  ∑ s, negMulLog (p s)

/-- Configurations of the four sites of a tetrahedron with exactly two sites up. -/
abbrev IceState : Type :=
  {s : Fin 4 → Bool // (univ.filter fun i => s i = true).card = 2}

/-- The probability that site `i` of the tetrahedron is up. -/
def upMarginal (p : IceState → ℝ) (i : Fin 4) : ℝ :=
  ∑ s ∈ univ.filter (fun s : IceState => s.1 i = true), p s

/-- The entropy of a single site that is up with probability `m`. -/
def siteEntropy (m : ℝ) : ℝ :=
  negMulLog m + negMulLog (1 - m)

/-- Cluster-variation entropy per site of corner-sharing tetrahedra: half the tetrahedron
entropy minus the site entropy averaged over the four corners. -/
def cvmEntropy (p : IceState → ℝ) : ℝ :=
  shannon p / 2 - (1 / 4) * ∑ i, siteEntropy (upMarginal p i)

/-- Equal weight `1/6` on every two-up two-down state. -/
def uniform : IceState → ℝ := fun _ => 1 / 6

/-- Weight `1/2` on each two-up two-down state in which sites 0 and 1 are aligned. -/
def pairedMix : IceState → ℝ := fun s => if s.1 0 = s.1 1 then 1 / 2 else 0

/-- The function `-x log x` lies strictly below its tangent line at `1/c`, away from the
point of contact. -/
theorem negMulLog_lt_tangent {x c : ℝ} (hx : 0 ≤ x) (hc : 0 < c) (hne : x ≠ c⁻¹) :
    negMulLog x < x * log c + c⁻¹ - x := by
  rcases hx.eq_or_lt with h0 | hx
  · subst h0
    simpa using hc
  · have h1 : (c * x)⁻¹ ≠ 1 := fun h =>
      hne (inv_eq_of_mul_eq_one_right (inv_eq_one.1 h)).symm
    -- log y < y - 1 at y = 1/(c x)
    have h := Real.log_lt_sub_one_of_pos (inv_pos.2 (mul_pos hc hx)) h1
    rw [Real.log_inv, Real.log_mul hc.ne' hx.ne'] at h
    have h2 := mul_lt_mul_of_pos_left h hx
    have h3 : x * ((c * x)⁻¹ - 1) = c⁻¹ - x := by field_simp
    rw [h3] at h2
    unfold negMulLog
    nlinarith

/-- The entropy of a distribution on `n` states is at most `log n`, with equality exactly
when every state has weight `1/n`. -/
theorem shannon_le_log_card {ι : Type*} [Fintype ι] [Nonempty ι] {p : ι → ℝ}
    (hp : IsProb p) :
    shannon p ≤ log (Fintype.card ι) ∧
      (shannon p = log (Fintype.card ι) ↔ ∀ s, p s = (Fintype.card ι : ℝ)⁻¹) := by
  have hc : (0 : ℝ) < Fintype.card ι := by exact_mod_cast Fintype.card_pos
  have hone : ∑ _s : ι, (Fintype.card ι : ℝ)⁻¹ = 1 := by
    rw [sum_const, card_univ, nsmul_eq_mul, mul_inv_cancel₀ hc.ne']
  generalize (Fintype.card ι : ℝ) = c at hc hone ⊢
  -- the tangent lines sum to log c
  have hsum : ∑ s, (p s * log c + c⁻¹ - p s) = log c := by
    rw [sum_sub_distrib, sum_add_distrib, ← sum_mul, hp.2, hone]
    ring
  have heq : ∀ s, p s = c⁻¹ → negMulLog (p s) = p s * log c + c⁻¹ - p s := by
    intro s h
    rw [h]
    unfold negMulLog
    rw [Real.log_inv]
    ring
  have hle : ∀ s, negMulLog (p s) ≤ p s * log c + c⁻¹ - p s := by
    intro s
    by_cases h : p s = c⁻¹
    · exact (heq s h).le
    · exact (negMulLog_lt_tangent (hp.1 s) hc h).le
  refine ⟨(sum_le_sum fun s _ => hle s).trans hsum.le, fun h s => ?_, fun h => ?_⟩
  · -- one non-uniform weight makes the inequality strict
    by_contra hne
    have hlt : shannon p < ∑ s, (p s * log c + c⁻¹ - p s) :=
      sum_lt_sum (fun t _ => hle t) ⟨s, mem_univ s, negMulLog_lt_tangent (hp.1 s) hc hne⟩
    linarith
  · exact (sum_congr rfl fun s _ => heq s (h s)).trans hsum

/-- A tetrahedron has six two-up two-down states. -/
theorem card_iceState : Fintype.card IceState = 6 := by
  decide

/-- When every site is up with probability `1/2`, the cluster-variation entropy per site
is `H(p)/2 - log 2`. -/
theorem cvmEntropy_of_half {p : IceState → ℝ} (hm : ∀ i, upMarginal p i = 1 / 2) :
    cvmEntropy p = shannon p / 2 - log 2 := by
  have hs : siteEntropy (1 / 2) = log 2 := by
    unfold siteEntropy negMulLog
    rw [show (1 - 1 / 2 : ℝ) = 1 / 2 by norm_num, one_div, Real.log_inv]
    ring
  unfold cvmEntropy
  rw [Fin.sum_univ_four, hm 0, hm 1, hm 2, hm 3, hs]
  ring

/-- For a distribution on the two-up two-down states with all site marginals `1/2`, the
cluster-variation entropy per site is at most `(1/2) log (3/2)`, with equality exactly for
the uniform distribution. -/
theorem cvmEntropy_le_half_log {p : IceState → ℝ} (hp : IsProb p)
    (hm : ∀ i, upMarginal p i = 1 / 2) :
    cvmEntropy p ≤ (1 / 2) * log (3 / 2) ∧
      (cvmEntropy p = (1 / 2) * log (3 / 2) ↔ p = uniform) := by
  have : Nonempty IceState := Fintype.card_pos_iff.1 (by rw [card_iceState]; norm_num)
  obtain ⟨hle, hiff⟩ := shannon_le_log_card hp
  have h6 : (Fintype.card IceState : ℝ) = 6 := by rw [card_iceState]; norm_num
  rw [h6] at hle hiff
  have hlog : log 6 = log (3 / 2) + 2 * log 2 := by
    rw [show (6 : ℝ) = 3 / 2 * (2 * 2) by norm_num,
      Real.log_mul (by norm_num : (3 / 2 : ℝ) ≠ 0) (by norm_num : (2 * 2 : ℝ) ≠ 0),
      Real.log_mul two_ne_zero two_ne_zero]
    ring
  rw [cvmEntropy_of_half hm]
  refine ⟨by linarith, fun h => ?_, fun h => ?_⟩
  · funext s
    rw [hiff.1 (by linarith) s]
    simp [uniform]
  · have h1 : shannon p = log 6 := hiff.2 fun s => by rw [h]; simp [uniform]
    linarith

/-- The uniform distribution is normalised, has all site marginals `1/2`, and its
cluster-variation entropy per site equals `(1/2) log (3/2)`. -/
theorem uniform_witness :
    IsProb uniform ∧ (∀ i, upMarginal uniform i = 1 / 2) ∧
      cvmEntropy uniform = (1 / 2) * log (3 / 2) := by
  have hp : IsProb uniform := by
    refine ⟨fun s => by norm_num [uniform], ?_⟩
    unfold uniform
    rw [sum_const, card_univ, card_iceState]
    norm_num
  -- each site is up in three of the six states
  have h3 : ∀ i, (univ.filter fun s : IceState => s.1 i = true).card = 3 := by
    decide
  have hm : ∀ i, upMarginal uniform i = 1 / 2 := by
    intro i
    unfold upMarginal uniform
    rw [sum_const, h3 i]
    norm_num
  exact ⟨hp, hm, (cvmEntropy_le_half_log hp hm).2.2 rfl⟩

/-- The mixture of the states with sites 0 and 1 aligned is normalised, has all site
marginals `1/2`, and its cluster-variation entropy per site equals `-(1/2) log 2`. -/
theorem pairedMix_witness :
    IsProb pairedMix ∧ (∀ i, upMarginal pairedMix i = 1 / 2) ∧
      cvmEntropy pairedMix = -(1 / 2) * log 2 := by
  have h2 : (univ.filter fun s : IceState => s.1 0 = s.1 1).card = 2 := by
    decide
  have h1 : ∀ i, ((univ.filter fun s : IceState => s.1 i = true).filter
      fun s : IceState => s.1 0 = s.1 1).card = 1 := by
    decide
  have hm : ∀ i, upMarginal pairedMix i = 1 / 2 := by
    intro i
    unfold upMarginal pairedMix
    rw [← sum_filter, sum_const, h1 i]
    norm_num
  have hH : shannon pairedMix = log 2 := by
    unfold shannon pairedMix
    simp only [apply_ite negMulLog, negMulLog_zero]
    rw [← sum_filter, sum_const, h2, nsmul_eq_mul]
    unfold negMulLog
    rw [one_div, Real.log_inv]
    push_cast
    ring
  refine ⟨⟨fun s => ?_, ?_⟩, hm, ?_⟩
  · unfold pairedMix
    split_ifs <;> norm_num
  · unfold pairedMix
    rw [← sum_filter, sum_const, h2]
    norm_num
  · rw [cvmEntropy_of_half hm, hH]
    ring

end

end CornerSharingTetrahedron
```

```lean
#print axioms CornerSharingTetrahedron.cvmEntropy_le_half_log
-- 'CornerSharingTetrahedron.cvmEntropy_le_half_log' depends on axioms: [propext, Classical.choice, Quot.sound]
```

## The tangent line and its sum

`negMulLog_lt_tangent` separates $x=0$ from $x>0$. It applies `Real.log_lt_sub_one_of_pos` at $1/(cx)$, multiplies by $x$ in `h2`, and simplifies the right side to $1/c-x$ in `h3`.

`shannon_le_log_card` holds for any nonempty finite state set. In it `hsum` adds the tangent lines to $\log c$, `heq` is the equality at the point of contact, and `hle` combines this with the strict bound. Then `sum_le_sum` gives the inequality, `sum_lt_sum` excludes equality when one weight differs from $1/n$, and `heq` gives the converse.

## Six states with site marginals 1/2

`card_iceState` counts the states by `decide`, an enumeration. `cvmEntropy_of_half` evaluates $h(1/2)$ in `hs` and inserts the four marginals; it uses `hm` alone. The main theorem substitutes $n=6$, splits $\log 6$ in `hlog`, and obtains the inequality by `linarith`. For the equivalence, `linarith` converts between $S=\tfrac12\log\tfrac32$ and $H=\log6$, and the equality case `hiff` of `shannon_le_log_card` links $H=\log6$ to all weights being $1/6$.

Two distributions are checked explicitly. `uniform_witness` shows that weights $1/6$ are normalised, have marginals $3/6$, and attain the bound. `pairedMix_witness` puts weight $1/2$ on each of the two states with corners 0 and 1 aligned, where $H=\log2$ and $S=-\tfrac12\log2$. Site marginals of $1/2$ therefore do not force uniformity, and the functional can be negative, unlike an exact entropy.

## Dropping the marginal condition or the two-up two-down rule

The following two evaluations are not theorems of the file. Without `hm`, put all weight on one state: $H=0$ and every $m_i$ is $0$ or $1$, so $S=0$, whereas $\tfrac12H-\log2=-\log2$. The reduction in `cvmEntropy_of_half` fails, though this example stays below the bound. If instead all sixteen configurations are allowed with equal weight, then $m_i=1/2$, $H=4\log2$ and $S=\log2>\tfrac12\log\tfrac32$, so the bound itself fails.
